# RPA integrand error from keeping $N$ eigenpotentials: at most $\frac{3}{10}C^2N^{-5/3}$ when $0\le x_n\le Cn^{-4/3}$

At a fixed imaginary frequency, let the symmetrised dielectric matrix have eigenvalues $1+x_n$ with $0\le x_n\le Cn^{-4/3}$ for $n\ge1$. Then the sum $\sum_n[x_n-\ln(1+x_n)]$, the magnitude of the RPA correlation energy integrand without its constant prefactor, converges, and keeping only its first $N\ge1$ terms misses an amount between $0$ and $\frac{3}{10}C^2N^{-5/3}$.

```lean
import Mathlib

open Filter Topology

namespace RPAEigenpotentialTruncation

noncomputable section

/-- Magnitude of the contribution of one eigenpotential to the RPA energy integrand, where `x > -1`
is the dielectric eigenvalue minus one. -/
def modeIntegrand (x : ℝ) : ℝ := x - Real.log (1 + x)

/-- Magnitude of the full energy integrand minus that of the part from the first `N`
eigenpotentials, with modes numbered from one; meant for sequences whose contributions are summable.
-/
def truncationError (x : ℕ → ℝ) (N : ℕ) : ℝ :=
  (∑' k, modeIntegrand (x (k + 1))) - ∑ k ∈ Finset.range N, modeIntegrand (x (k + 1))

/-- A mode with `x ≥ 0` contributes at least zero and at most the second-order term `x² / 2`. -/
theorem modeIntegrand_bounds {x : ℝ} (hx : 0 ≤ x) :
    0 ≤ modeIntegrand x ∧ modeIntegrand x ≤ x ^ 2 / 2 := by
  unfold modeIntegrand
  constructor
  · have h := Real.log_le_sub_one_of_pos (show 0 < 1 + x by linarith)
    linarith
  · have h := Real.le_log_one_add_of_nonneg hx
    have h2 : x - x ^ 2 / 2 ≤ 2 * x / (x + 2) := by
      rw [le_div_iff₀ (by linarith)]
      nlinarith [pow_nonneg hx 3]
    linarith

/-- A mode with `x ≥ 0` contributes at least the second-order term divided by `1 + x`. -/
theorem le_modeIntegrand {x : ℝ} (hx : 0 ≤ x) :
    x ^ 2 / (2 * (1 + x)) ≤ modeIntegrand x := by
  have hd : ∀ u ∈ Set.Ici (1 : ℝ),
      HasDerivAt (fun t : ℝ => t / 2 - t⁻¹ / 2 - Real.log t) ((1 - u⁻¹) ^ 2 / 2) u := by
    intro u hu
    have hu0 : u ≠ 0 := (lt_of_lt_of_le one_pos (Set.mem_Ici.1 hu)).ne'
    exact ((((hasDerivAt_id' u).div_const 2).fun_sub
      ((hasDerivAt_inv hu0).div_const 2)).fun_sub
      (Real.hasDerivAt_log hu0)).congr_deriv (by ring)
  -- the derivative is a square, so the function grows from its value zero at one
  have hmono : MonotoneOn (fun t : ℝ => t / 2 - t⁻¹ / 2 - Real.log t) (Set.Ici 1) :=
    monotoneOn_of_deriv_nonneg (convex_Ici 1)
      (fun u hu => (hd u hu).continuousAt.continuousWithinAt)
      (fun u hu => (hd u (interior_subset hu)).differentiableAt.differentiableWithinAt)
      (fun u hu => by rw [(hd u (interior_subset hu)).deriv]; positivity)
  have h := hmono (Set.mem_Ici.2 le_rfl)
    (Set.mem_Ici.2 (by linarith : (1 : ℝ) ≤ 1 + x)) (by linarith)
  simp only [Real.log_one, inv_one] at h
  have hne : 1 + x ≠ 0 := by linarith
  have e : x ^ 2 / (2 * (1 + x)) = x - (1 + x) / 2 + (1 + x)⁻¹ / 2 := by
    field_simp
    ring
  unfold modeIntegrand
  rw [e]
  linarith

/-- An inverse power lies above each of its tangents on the positive axis. -/
theorem inverse_power_tangent {s a b : ℝ} (hs : 0 ≤ s) (ha : 0 < a) (hb : 0 < b) :
    a ^ (-s) + s * (a - b) * a ^ (-(s + 1)) ≤ b ^ (-s) := by
  have hba := div_pos hb ha
  have h1 : 1 + s * (1 - b / a) ≤ (b / a) ^ (-s) := by
    rw [Real.rpow_def_of_pos hba]
    have h2 := mul_le_mul_of_nonneg_left (Real.log_le_sub_one_of_pos hba) hs
    have h3 := Real.add_one_le_exp (Real.log (b / a) * -s)
    linarith
  have hm : a * (b / a) = b := by field_simp
  have h4 : a ^ (-s) * (b / a) ^ (-s) = b ^ (-s) := by
    rw [← Real.mul_rpow ha.le hba.le, hm]
  have h5 : a ^ (-(s + 1)) = a ^ (-s) / a := by
    rw [show -(s + 1) = -s - 1 by ring, Real.rpow_sub_one ha.ne']
  have h6 : (a - b) / a = 1 - b / a := by rw [sub_div, div_self ha.ne']
  calc a ^ (-s) + s * (a - b) * a ^ (-(s + 1))
      = a ^ (-s) * (1 + s * ((a - b) / a)) := by rw [h5]; ring
    _ ≤ a ^ (-s) * (b / a) ^ (-s) := by
        rw [h6]
        exact mul_le_mul_of_nonneg_left h1 (Real.rpow_nonneg ha.le _)
    _ = b ^ (-s) := h4

/-- The square of a decay law with exponent `p` decays with exponent `2p`. -/
theorem decay_sq {a : ℝ} (ha : 0 < a) (p : ℝ) :
    (a ^ (-p)) ^ 2 = a ^ (-(2 * p - 1 + 1)) := by
  rw [sq, ← Real.rpow_add ha]
  congr 1
  ring

/-- If `0 ≤ x_n ≤ C n^(-p)` with `p > 1/2`, the energy integrand converges, and the error of keeping
`N ≥ 1` eigenpotentials is the tail sum, between zero and `C² N^(-(2p-1)) / (2(2p-1))`. -/
theorem truncationError_bounds {x : ℕ → ℝ} {C p : ℝ} (hp : 1 / 2 < p)
    (hx : ∀ n : ℕ, 1 ≤ n → 0 ≤ x n ∧ x n ≤ C * (n : ℝ) ^ (-p)) {N : ℕ} (hN : 1 ≤ N) :
    Summable (fun k => modeIntegrand (x (k + 1))) ∧
    truncationError x N = ∑' k, modeIntegrand (x (k + N + 1)) ∧
    0 ≤ truncationError x N ∧
    truncationError x N ≤ C ^ 2 / (2 * (2 * p - 1)) * (N : ℝ) ^ (-(2 * p - 1)) := by
  have hs : 0 < 2 * p - 1 := by linarith
  have hK : 0 ≤ C ^ 2 / (2 * (2 * p - 1)) := div_nonneg (sq_nonneg C) (by linarith)
  have hK2 : C ^ 2 / (2 * (2 * p - 1)) * (2 * p - 1) = C ^ 2 / 2 := by
    have hne := hs.ne'
    field_simp
  let F : ℕ → ℝ := fun k =>
    C ^ 2 / (2 * (2 * p - 1)) * ((k + N : ℕ) : ℝ) ^ (-(2 * p - 1))
  have hF : ∀ k, 0 ≤ F k := fun k => mul_nonneg hK (Real.rpow_nonneg (Nat.cast_nonneg _) _)
  have h0 : ∀ k, 0 ≤ modeIntegrand (x (k + N + 1)) := fun k =>
    (modeIntegrand_bounds (hx _ (by omega)).1).1
  -- each discarded mode is bounded by a difference of inverse powers
  have hstep : ∀ k, modeIntegrand (x (k + N + 1)) ≤ F k - F (k + 1) := by
    intro k
    obtain ⟨hl, hu⟩ := hx (k + N + 1) (by omega)
    have hb : (0 : ℝ) < ((k + N : ℕ) : ℝ) := Nat.cast_pos.2 (by omega)
    have ha : (0 : ℝ) < ((k + N + 1 : ℕ) : ℝ) := Nat.cast_pos.2 (by omega)
    have ht := inverse_power_tangent hs.le ha hb
    have hab : ((k + N + 1 : ℕ) : ℝ) - ((k + N : ℕ) : ℝ) = 1 := by push_cast; ring
    rw [hab, mul_one] at ht
    have hsq := pow_le_pow_left₀ hl hu 2
    rw [mul_pow, decay_sq ha] at hsq
    have hm := mul_le_mul_of_nonneg_left ht hK
    rw [mul_add, ← mul_assoc, hK2] at hm
    have hg := (modeIntegrand_bounds hl).2
    have e : k + 1 + N = k + N + 1 := by omega
    simp only [F, e]
    linarith
  have hpart : ∀ n, ∑ k ∈ Finset.range n, modeIntegrand (x (k + N + 1)) ≤ F 0 := by
    intro n
    have h := Finset.sum_le_sum (fun k (_ : k ∈ Finset.range n) => hstep k)
    rw [Finset.sum_range_sub' F n] at h
    linarith [hF n]
  have hfull : Summable (fun k => modeIntegrand (x (k + 1))) :=
    (summable_nat_add_iff (f := fun k => modeIntegrand (x (k + 1))) N).1
      (summable_of_sum_range_le h0 hpart)
  have heq : truncationError x N = ∑' k, modeIntegrand (x (k + N + 1)) := by
    have h : ∑ k ∈ Finset.range N, modeIntegrand (x (k + 1)) +
        ∑' k, modeIntegrand (x (k + N + 1)) = ∑' k, modeIntegrand (x (k + 1)) :=
      hfull.sum_add_tsum_nat_add N
    unfold truncationError
    linarith
  refine ⟨hfull, heq, ?_, ?_⟩
  · rw [heq]
    exact tsum_nonneg h0
  · rw [heq]
    have h := Real.tsum_le_of_sum_range_le h0 hpart
    simpa only [F, zero_add] using h

/-- For `0 ≤ x_n ≤ C n^(-4/3)` the energy integrand converges, and the error of keeping `N ≥ 1`
eigenpotentials is the tail sum, between zero and `(3/10) C² N^(-5/3)`. -/
theorem truncationError_four_thirds {x : ℕ → ℝ} {C : ℝ}
    (hx : ∀ n : ℕ, 1 ≤ n → 0 ≤ x n ∧ x n ≤ C * (n : ℝ) ^ (-(4 / 3 : ℝ)))
    {N : ℕ} (hN : 1 ≤ N) :
    Summable (fun k => modeIntegrand (x (k + 1))) ∧
    truncationError x N = ∑' k, modeIntegrand (x (k + N + 1)) ∧
    0 ≤ truncationError x N ∧
    truncationError x N ≤ 3 / 10 * C ^ 2 * (N : ℝ) ^ (-(5 / 3 : ℝ)) := by
  have h := truncationError_bounds (by norm_num) hx hN
  have e1 : C ^ 2 / (2 * (2 * (4 / 3 : ℝ) - 1)) = 3 / 10 * C ^ 2 := by ring
  have e2 : -(2 * (4 / 3 : ℝ) - 1) = -(5 / 3) := by norm_num
  rw [e1, e2] at h
  exact h

/-- For the exact power law `x_n = C n^(-p)` with `C ≥ 0` and `p > 1/2`, and for `N ≥ 1`, the
truncation error is at least `C² (N+1)^(-(2p-1)) / (2(2p-1))` divided by `1 + C (N+1)^(-p)`. -/
theorem le_truncationError_power_law {C p : ℝ} (hC : 0 ≤ C) (hp : 1 / 2 < p)
    {N : ℕ} (hN : 1 ≤ N) :
    C ^ 2 / (2 * (2 * p - 1)) * ((N + 1 : ℕ) : ℝ) ^ (-(2 * p - 1)) /
        (1 + C * ((N + 1 : ℕ) : ℝ) ^ (-p)) ≤
      truncationError (fun n => C * (n : ℝ) ^ (-p)) N := by
  have hs : 0 < 2 * p - 1 := by linarith
  have hx : ∀ n : ℕ, 0 ≤ C * (n : ℝ) ^ (-p) := fun n =>
    mul_nonneg hC (Real.rpow_nonneg (Nat.cast_nonneg _) _)
  obtain ⟨hfull, heq, -, -⟩ := truncationError_bounds (x := fun n => C * (n : ℝ) ^ (-p))
    hp (fun n _ => ⟨hx n, le_rfl⟩) hN
  have hsum : Summable (fun k : ℕ => modeIntegrand (C * ((k + N + 1 : ℕ) : ℝ) ^ (-p))) :=
    (summable_nat_add_iff
      (f := fun k : ℕ => modeIntegrand (C * ((k + 1 : ℕ) : ℝ) ^ (-p))) N).2 hfull
  rw [heq]
  have hD : 0 < 1 + C * ((N + 1 : ℕ) : ℝ) ^ (-p) := by linarith [hx (N + 1)]
  generalize hDdef : 1 + C * ((N + 1 : ℕ) : ℝ) ^ (-p) = D at hD ⊢
  have hK : 0 ≤ C ^ 2 / (2 * (2 * p - 1)) / D :=
    div_nonneg (div_nonneg (sq_nonneg C) (by linarith)) hD.le
  have hK2 : C ^ 2 / (2 * (2 * p - 1)) / D * (2 * p - 1) = C ^ 2 / (2 * D) := by
    have hne := hs.ne'
    field_simp
  let F : ℕ → ℝ := fun k =>
    C ^ 2 / (2 * (2 * p - 1)) / D * ((k + N + 1 : ℕ) : ℝ) ^ (-(2 * p - 1))
  have hstep : ∀ k, F k - F (k + 1) ≤ modeIntegrand (C * ((k + N + 1 : ℕ) : ℝ) ^ (-p)) := by
    intro k
    have ha : (0 : ℝ) < ((k + N + 1 : ℕ) : ℝ) := Nat.cast_pos.2 (by omega)
    have hb : (0 : ℝ) < ((k + 1 + N + 1 : ℕ) : ℝ) := Nat.cast_pos.2 (by omega)
    have hc : (0 : ℝ) < ((N + 1 : ℕ) : ℝ) := Nat.cast_pos.2 (by omega)
    -- the first discarded mode is the largest one
    have hmon : ((k + N + 1 : ℕ) : ℝ) ^ (-p) ≤ ((N + 1 : ℕ) : ℝ) ^ (-p) := by
      have h := inverse_power_tangent (show 0 ≤ p by linarith) ha hc
      have hac : 0 ≤ ((k + N + 1 : ℕ) : ℝ) - ((N + 1 : ℕ) : ℝ) :=
        sub_nonneg.2 (Nat.cast_le.2 (by omega))
      have h2 := mul_nonneg (mul_nonneg (show 0 ≤ p by linarith) hac)
        (Real.rpow_nonneg ha.le (-(p + 1)))
      linarith
    have hxD : 1 + C * ((k + N + 1 : ℕ) : ℝ) ^ (-p) ≤ D := by
      linarith [mul_le_mul_of_nonneg_left hmon hC]
    have hpos : 0 < 1 + C * ((k + N + 1 : ℕ) : ℝ) ^ (-p) := by linarith [hx (k + N + 1)]
    have hg := le_modeIntegrand (hx (k + N + 1))
    have hq : (C * ((k + N + 1 : ℕ) : ℝ) ^ (-p)) ^ 2 / (2 * D) ≤
        (C * ((k + N + 1 : ℕ) : ℝ) ^ (-p)) ^ 2 /
          (2 * (1 + C * ((k + N + 1 : ℕ) : ℝ) ^ (-p))) :=
      div_le_div_of_nonneg_left (sq_nonneg _) (by linarith) (by linarith)
    have hsq : (C * ((k + N + 1 : ℕ) : ℝ) ^ (-p)) ^ 2 / (2 * D) =
        C ^ 2 / (2 * D) * ((k + N + 1 : ℕ) : ℝ) ^ (-(2 * p - 1 + 1)) := by
      rw [mul_pow, decay_sq ha]
      ring
    have ht := inverse_power_tangent hs.le ha hb
    have hab : ((k + N + 1 : ℕ) : ℝ) - ((k + 1 + N + 1 : ℕ) : ℝ) = -1 := by
      push_cast
      ring
    rw [hab] at ht
    have hm := mul_le_mul_of_nonneg_left ht hK
    have hr : C ^ 2 / (2 * (2 * p - 1)) / D * (((k + N + 1 : ℕ) : ℝ) ^ (-(2 * p - 1)) +
        (2 * p - 1) * -1 * ((k + N + 1 : ℕ) : ℝ) ^ (-(2 * p - 1 + 1))) =
        F k - C ^ 2 / (2 * D) * ((k + N + 1 : ℕ) : ℝ) ^ (-(2 * p - 1 + 1)) := by
      rw [← hK2]
      simp only [F]
      ring
    rw [hr] at hm
    change F k - _ ≤ F (k + 1) at hm
    linarith
  -- the boundary term of the telescoping sum vanishes at infinity
  have hlim : Tendsto F atTop (𝓝 0) := by
    have h := ((tendsto_rpow_neg_atTop hs).comp
      (tendsto_natCast_atTop_atTop.comp (tendsto_add_atTop_nat (N + 1)))).const_mul
      (C ^ 2 / (2 * (2 * p - 1)) / D)
    rw [mul_zero] at h
    exact h
  have hpart : ∀ n, F 0 - F n ≤
      ∑' k : ℕ, modeIntegrand (C * ((k + N + 1 : ℕ) : ℝ) ^ (-p)) := by
    intro n
    rw [← Finset.sum_range_sub' F n]
    exact (Finset.sum_le_sum (fun k _ => hstep k)).trans
      (hsum.sum_le_tsum _ (fun k _ => (modeIntegrand_bounds (hx (k + N + 1))).1))
  have hfin := le_of_tendsto' (tendsto_const_nhds.sub hlim) hpart
  have hF0 : F 0 = C ^ 2 / (2 * (2 * p - 1)) *
      ((N + 1 : ℕ) : ℝ) ^ (-(2 * p - 1)) / D := by
    simp only [F, zero_add]
    ring
  rw [sub_zero, hF0] at hfin
  exact hfin

end

end RPAEigenpotentialTruncation
```

## Eigenpotentials at one imaginary frequency

At a fixed imaginary frequency the symmetrised dielectric matrix has eigenvalues $1+x_n$ with $x_n\ge0$, and its eigenvectors are the eigenpotentials. With the constant prefactor kept outside the frequency integral, the RPA correlation integrand is $\sum_n[\ln(1+x_n)-x_n]$. It is never positive, and `modeIntegrand` is the magnitude of one term.

In Lean the spectrum is a function `x : ℕ → ℝ`. Modes are numbered from one, hence `x (k + 1)`; the value `x 0` is never used. `truncationError x N` is the full sum minus the first $N$ terms, and `truncationError_four_thirds` proves it equal to the tail over $n>N$. Since Lean assigns zero to a divergent `∑'`, the `Summable` conclusion is what gives the full sum its meaning.

The decay is assumed, not derived. It models short-wavelength response in three dimensions: in an electron gas $x\sim q^{-4}$ at large wave vector $q$, and the number of modes below $q$ grows as $q^3$, which gives $n^{-4/3}$. The constant $C$ carries the density and volume. The frequency integral and errors in the retained eigenvalues are not treated.

## From one mode to the tail

For $x\ge0$, $\ln(1+x)\le x$ makes each contribution nonnegative. For the upper bound, $\ln(1+x)-\frac{2x}{x+2}$ vanishes at zero and has derivative $\frac{x^2}{(1+x)(x+2)^2}\ge0$. Also $(x-\frac{x^2}{2})(x+2)=2x-\frac{x^3}{2}\le2x$. Hence
$$\ln(1+x)\ge\frac{2x}{x+2}\ge x-\frac{x^2}{2},\qquad 0\le x-\ln(1+x)\le\frac{x^2}{2}.$$
This is `modeIntegrand_bounds`; Mathlib supplies the rational bound, and `nlinarith` does the polynomial step.

Next, for $a,b>0$, $s\ge0$ and $r=b/a$,
$$r^{-s}=e^{-s\ln r}\ge1-s\ln r\ge1+s(1-r).$$
Multiplying by $a^{-s}$ gives `inverse_power_tangent`:
$$b^{-s}\ge a^{-s}+s(a-b)a^{-(s+1)}.$$

Now let $0\le x_n\le Cn^{-p}$ with $p>1/2$, and set $s=2p-1>0$. Taking $a=n$, $b=n-1$ for $n>N$,
$$x_n-\ln(1+x_n)\le\frac{C^2}{2}n^{-2p}\le\frac{C^2}{2s}\left[(n-1)^{-s}-n^{-s}\right].$$
In `truncationError_bounds` this is `hstep`, with $n=k+N+1$; `decay_sq` handles the squared power. Summing from $N+1$ to $M$ telescopes to
$$\frac{C^2}{2s}(N^{-s}-M^{-s})\le\frac{C^2}{2s}N^{-s},$$
which is `hpart`. Nonnegative terms with bounded partial sums converge, and the tail obeys the same bound. Restoring the first $N$ terms keeps the series summable. For $p=4/3$, $s=5/3$ and $1/(2s)=3/10$.

## The exact power law from below

For $x_n=Cn^{-p}$ with $C\ge0$, `le_truncationError_power_law` gives a lower bound. The function $h(t)=\frac t2-\frac1{2t}-\ln t$ has $h(1)=0$ and $h'(t)=\frac12(1-\frac1t)^2\ge0$. Setting $t=1+x$ in $h(t)\ge0$ yields `le_modeIntegrand`:
$$x-\ln(1+x)\ge\frac{x^2}{2(1+x)}.$$

Every discarded $x_n$ is at most $x_{N+1}$, so $1+x_n\le D=1+C(N+1)^{-p}$. The tangent inequality with $a=n$, $b=n+1$ then gives
$$x_n-\ln(1+x_n)\ge\frac{C^2}{2D}n^{-2p}\ge\frac{C^2}{2sD}\left[n^{-s}-(n+1)^{-s}\right].$$
The sum telescopes, `hlim` sends the boundary term to zero, and the error is at least $\frac{C^2}{2sD}(N+1)^{-s}$. For $C>0$, the ratio of this to the upper bound tends to one as $N\to\infty$.

## Truncation in a calculation

A code that diagonalises the dielectric matrix at each frequency point can sum $\ln(1+x_n)-x_n$ over $N$ retained modes. Under the assumed decay, the truncated integrand is never too negative, and doubling $N$ divides the error bound by $2^{5/3}\approx3.2$. With a single mode, $N=1$, the bound is $\frac{3}{10}C^2$.

```lean
#print axioms RPAEigenpotentialTruncation.truncationError_four_thirds
-- 'RPAEigenpotentialTruncation.truncationError_four_thirds' depends on axioms: [propext, Classical.choice, Quot.sound]
#print axioms RPAEigenpotentialTruncation.le_truncationError_power_law
-- 'RPAEigenpotentialTruncation.le_truncationError_power_law' depends on axioms: [propext, Classical.choice, Quot.sound]
```
